# The characteristic polynomial of two graphs fused at a vertex

Take two graphs, each consisting of a single bond, and fuse one end of the first with one end of the second. The result is a path of three vertices. With the shared vertex listed first, its characteristic polynomial is

$$
\det\begin{pmatrix} x & -1 & -1\\ -1 & x & 0\\ -1 & 0 & x\end{pmatrix}.
$$

The first row belongs to the shared vertex, and it can be written as

$$
(x,-1,-1) = (x,-1,0) + (x,0,-1) - (x,0,0).
$$

A determinant is linear in each row, so it splits into three determinants with the other two rows unchanged. In the first, the shared vertex reaches only one fragment, and the value is $(x^2-1)\,x$. The second gives $x\,(x^2-1)$ in the same way. The third is $x^3$, and it is subtracted because the first two both count the diagonal entry $x$ of the shared vertex. The total is $x^3-2x$.

In Hückel terms, two ethylene skeletons sharing one carbon have become the allyl skeleton. The roots $0,\pm\sqrt2$ are its orbital energies, measured from the site energy $\alpha$ in units of the resonance integral $\beta$.

## The coalescence formula and its derivation

For a finite simple graph $G$, let $p(G)$ be the characteristic polynomial of its adjacency matrix in the variable $x$, and let $G-u$ be $G$ with the vertex $u$ and its bonds removed. If $u$ in $G$ is identified with $v$ in a disjoint graph $H$, the fused graph has characteristic polynomial

$$
p(G)\,p(H-v) + p(G-u)\,p(H) - x\,p(G-u)\,p(H-v).
$$

The derivation works for any weighted matrices. Let $A$ be the matrix of the first fragment without its distinguished site, and $B$ that of the second. Restoring the sites gives

$$
\tilde A=\begin{pmatrix} a & r\\ c & A\end{pmatrix},\qquad
\tilde B=\begin{pmatrix} b & s\\ d & B\end{pmatrix},
$$

where $a,b$ are the diagonal entries of the distinguished sites, $r,s$ are rows of couplings and $c,d$ are columns of couplings. Write $p(M)=\det(xI-M)$ for a matrix $M$. Fusing the two sites, with their diagonal entries added, gives a matrix $J$ with

$$
xI-J=\begin{pmatrix} x-a-b & -r & -s\\ -c & xI-A & 0\\ -d & 0 & xI-B\end{pmatrix}.
$$

Split the first row as $(x-a,\,-r,\,0)+(-b,\,0,\,-s)$.

With the row $(x-a,-r,0)$, group the shared site with the first fragment. The matrix is then block lower triangular, with diagonal blocks $xI-\tilde A$ and $xI-B$, so its determinant is $p(\tilde A)\,p(B)$.

With the row $(-b,0,-s)$, group the shared site with the second fragment instead. Rows and columns are permuted alike, so no sign appears, and the determinant is $p(A)\,D$ with

$$
D=\det\begin{pmatrix} -b & -s\\ -d & xI-B\end{pmatrix}.
$$

To find $D$, split the first row of $xI-\tilde B$ as $(x-b,-s)=(-b,-s)+(x,0)$. The second part gives a block triangular matrix with determinant $x\,p(B)$. Hence $p(\tilde B)=D+x\,p(B)$, and

$$
p(J)=p(\tilde A)\,p(B)+p(A)\,\bigl(p(\tilde B)-x\,p(B)\bigr).
$$

For adjacency matrices $a=b=0$, and this is the graph formula.

A limiting case checks it. If $H$ is the single vertex $v$, then $p(H)=x$ and $p(H-v)=1$, the determinant of an empty matrix. The formula reduces to $p(G)+x\,p(G-u)-x\,p(G-u)=p(G)$, as it should, since nothing has been attached.

In Hückel theory with one site energy and one resonance integral, the formula gives the orbital energies of a skeleton joined at one atom from data on its fragments. If the shared atom lies on a ring in each fragment, the fused skeleton has the topology of a spiro compound, but the model does not describe such a compound: the shared atom keeps a p orbital in the model, whereas the saturated centre of a real spiro compound contributes none to the π system.

## Bordered matrices and the shared row

The matrices have entries in an arbitrary commutative ring `R`, and their rows and columns are indexed by finite types.

```lean
import Mathlib

open Matrix Polynomial

namespace FragmentCoalescence

noncomputable section

variable {R : Type*} [CommRing R]
variable {m n V W : Type*} [Fintype m] [DecidableEq m] [Fintype n] [DecidableEq n]
variable [Fintype V] [DecidableEq V] [Fintype W] [DecidableEq W]
```

The definition `bordered a r c A` is the matrix $\tilde A$ above. The type `Unit ⊕ m` consists of one distinguished site together with the sites in `m`. The row `r` and the column `c` are independent, so the matrix need not be symmetric.

```lean
/-- The matrix `A` bordered by one distinguished site with diagonal entry `a`,
row couplings `r` and column couplings `c`. -/
def bordered {m : Type*} (a : R) (r c : m → R) (A : Matrix m m R) :
    Matrix (Unit ⊕ m) (Unit ⊕ m) R :=
  fromBlocks (of fun _ _ => a) (of fun _ j => r j) (of fun i _ => c i) A
```

The first lemma is additivity in the distinguished row. Its auxiliary statement `h` writes every bordered matrix with the given `c` and `A` as one fixed matrix with its first row replaced, which is the form that Mathlib's `det_updateRow_add` needs.

```lean
/-- The determinant of a bordered matrix is additive in the row of the distinguished site. -/
theorem det_bordered_add (a b : R) (r s c : m → R) (A : Matrix m m R) :
    (bordered (a + b) (r + s) c A).det
      = (bordered a r c A).det + (bordered b s c A).det := by
  have h : ∀ (x : R) (t : m → R), bordered x t c A
      = updateRow (bordered 0 0 c A) (Sum.inl ()) (Sum.elim (fun _ => x) t) := by
    intro x t
    refine Matrix.ext ?_
    rintro (i | i) (j | j) <;> simp [bordered, updateRow_apply]
  rw [h (a + b) (r + s), h a r, h b s, ← det_updateRow_add]
  congr 2
  funext j
  rcases j with j | j <;> rfl
```

The next two lemmas are the factorisations. In `det_row_left`, the reordering `Equiv.sumAssoc` groups the shared site with the first fragment, and `det_fromBlocks_zero₁₂` evaluates the determinant of a matrix whose upper right block is zero. The couplings `d` from the second fragment back to the shared site sit in the lower left block and drop out of the result.

```lean
/-- If the row of the shared site reaches only the first fragment, the determinant is that of
the bordered first fragment times that of the second fragment. -/
theorem det_row_left (a : R) (r c : m → R) (d : n → R) (A : Matrix m m R) (B : Matrix n n R) :
    (bordered a (Sum.elim r 0) (Sum.elim c d) (fromBlocks A 0 0 B)).det
      = (bordered a r c A).det * B.det := by
  -- grouping the shared site with the first fragment gives a block triangular matrix
  rw [← det_submatrix_equiv_self (Equiv.sumAssoc Unit m n),
    ← det_fromBlocks_zero₁₂ (bordered a r c A)
      (of fun i j => Sum.elim (fun _ => d i) (fun _ => 0) j) B]
  congr 1
  refine Matrix.ext ?_
  rintro ((i | i) | i) ((j | j) | j) <;> simp [bordered]
```

The mirror image follows by exchanging the two fragments.

```lean
/-- If the row of the shared site reaches only the second fragment, the determinant is that of
the first fragment times that of the bordered second fragment. -/
theorem det_row_right (b : R) (c : m → R) (s d : n → R) (A : Matrix m m R) (B : Matrix n n R) :
    (bordered b (Sum.elim 0 s) (Sum.elim c d) (fromBlocks A 0 0 B)).det
      = A.det * (bordered b s d B).det := by
  rw [mul_comm, ← det_row_left b s d c B A,
    ← det_submatrix_equiv_self (Equiv.sumCongr (Equiv.refl Unit) (Equiv.sumComm n m))]
  congr 1
  refine Matrix.ext ?_
  rintro (i | i | i) (j | j | j) <;> simp [bordered]
```

Passing from a matrix to its characteristic matrix $xI-M$ preserves the bordered form. Lean writes the variable as `X`, and `C a` is the constant polynomial $a$.

```lean
/-- The characteristic matrix of a bordered matrix is again bordered. -/
theorem charmatrix_bordered (a : R) (r c : m → R) (A : Matrix m m R) :
    charmatrix (bordered a r c A)
      = bordered (X - C a) (fun j => -C (r j)) (fun i => -C (c i)) (charmatrix A) := by
  refine Matrix.ext ?_
  rintro (i | i) (j | j) <;> simp [bordered, charmatrix_apply, diagonal_apply]
```

The formula for bordered matrices can now be assembled. The step `hJ` splits the shared row into $(x-a,-r,0)$ and $(-b,0,-s)$. The step `hZ` computes the determinant with row $(x,0)$ as $x\,p(B)$, and `hB` is the relation $p(\tilde B)=D+x\,p(B)$. After the factorisation lemmas have been applied, `ring` does the remaining algebra.

```lean
/-- Coalescence formula for two bordered matrices that share their distinguished site. -/
theorem charpoly_bordered_join (a b : R) (r c : m → R) (s d : n → R)
    (A : Matrix m m R) (B : Matrix n n R) :
    (bordered (a + b) (Sum.elim r s) (Sum.elim c d) (fromBlocks A 0 0 B)).charpoly
      = (bordered a r c A).charpoly * B.charpoly + A.charpoly * (bordered b s d B).charpoly
        - X * A.charpoly * B.charpoly := by
  -- split the shared row into a part for each fragment
  have hJ : charmatrix (bordered (a + b) (Sum.elim r s) (Sum.elim c d) (fromBlocks A 0 0 B))
      = bordered ((X - C a) + (-C b))
          (Sum.elim (fun j => -C (r j)) (0 : n → R[X])
            + Sum.elim (0 : m → R[X]) (fun j => -C (s j)))
          (Sum.elim (fun i => -C (c i)) (fun i => -C (d i)))
          (fromBlocks (charmatrix A) 0 0 (charmatrix B)) := by
    refine Matrix.ext ?_
    rintro (i | i | i) (j | j | j) <;>
      simp [bordered, charmatrix_apply, diagonal_apply]
    ring
  -- the variable `X` on the shared site must be counted only once
  have hZ : (bordered X 0 (fun i => -C (d i)) (charmatrix B)).det
      = X * (charmatrix B).det := by
    have h0 : bordered X 0 (fun i => -C (d i)) (charmatrix B)
        = fromBlocks (of fun _ _ => X) 0 (of fun i _ => -C (d i)) (charmatrix B) := by
      refine Matrix.ext ?_
      rintro (i | i) (j | j) <;> simp [bordered]
    rw [h0, det_fromBlocks_zero₁₂, det_unique, of_apply]
  have hB := det_bordered_add (-C b) X (fun j => -C (s j)) 0 (fun i => -C (d i)) (charmatrix B)
  rw [hZ, add_zero, show -C b + X = X - C b by ring] at hB
  unfold Matrix.charpoly
  rw [hJ, det_bordered_add, det_row_left, det_row_right, charmatrix_bordered,
    charmatrix_bordered, hB]
  ring
```

## Weighted fragments with a chosen site

From here on `A` and `B` denote the matrices of whole fragments, and the distinguished sites `u` and `v` may stand anywhere in them. Deleting a site restricts the matrix to the indices different from it.

```lean
/-- The matrix of a fragment with the site `u` deleted. -/
def deleteSite {V : Type*} (A : Matrix V V R) (u : V) : Matrix {a // a ≠ u} {a // a ≠ u} R :=
  A.submatrix Subtype.val Subtype.val
```

The fused matrix has one shared site, the sites of the first fragment other than `u`, and the sites of the second other than `v`. The zero blocks state that the fragments are coupled only through the shared site.

```lean
/-- Two weighted fragments with site `u` of the first fused with site `v` of the second;
the diagonal entries of the fused sites add. -/
def fuse {V W : Type*} (A : Matrix V V R) (u : V) (B : Matrix W W R) (v : W) :
    Matrix (Unit ⊕ ({a // a ≠ u} ⊕ {b // b ≠ v})) (Unit ⊕ ({a // a ≠ u} ⊕ {b // b ≠ v})) R :=
  bordered (A u u + B v v) (Sum.elim (fun j => A u j) (fun j => B v j))
    (Sum.elim (fun i => A i u) (fun i => B i v))
    (fromBlocks (deleteSite A u) 0 0 (deleteSite B v))
```

The diagonal entries of the fused sites add. This convention matters for Hamiltonians: if both fragments carry $\alpha$ on the diagonal, the shared site receives $2\alpha$. To represent a single atom with energy $\alpha$, one measures energies from $\alpha$ or divides the site energy between the fragments.

The next lemma moves the chosen site to the front. It builds a bijection from `Unit ⊕ {a // a ≠ u}` to `V`, sending the single element of `Unit` to `u` and every other site to itself. Relabelling along a bijection leaves the characteristic polynomial unchanged.

```lean
/-- Listing the site `u` first does not change the characteristic polynomial of a fragment. -/
theorem charpoly_site_first (A : Matrix V V R) (u : V) :
    (bordered (A u u) (fun j : {a // a ≠ u} => A u j) (fun i => A i u)
      (deleteSite A u)).charpoly = A.charpoly := by
  have hbij : Function.Bijective
      (Sum.elim (fun _ => u) Subtype.val : Unit ⊕ {a // a ≠ u} → V) := by
    constructor
    · rintro (x | x) (y | y) h
      · rfl
      · exact absurd h.symm y.2
      · exact absurd h x.2
      · exact congrArg Sum.inr (Subtype.ext h)
    · intro a
      by_cases h : a = u
      · exact ⟨Sum.inl (), h.symm⟩
      · exact ⟨Sum.inr ⟨a, h⟩, rfl⟩
  have h : bordered (A u u) (fun j : {a // a ≠ u} => A u j) (fun i => A i u) (deleteSite A u)
      = reindex (Equiv.ofBijective _ hbij).symm (Equiv.ofBijective _ hbij).symm A := by
    refine Matrix.ext ?_
    rintro (i | i) (j | j) <;> rfl
  rw [h, charpoly_reindex]
```

The weighted coalescence formula then follows by substitution.

```lean
/-- Coalescence formula for weighted fragments over any commutative ring. -/
theorem charpoly_fuse (A : Matrix V V R) (u : V) (B : Matrix W W R) (v : W) :
    (fuse A u B v).charpoly
      = A.charpoly * (deleteSite B v).charpoly + (deleteSite A u).charpoly * B.charpoly
        - X * (deleteSite A u).charpoly * (deleteSite B v).charpoly := by
  rw [fuse, charpoly_bordered_join, charpoly_site_first, charpoly_site_first]
```

## From matrices to graphs

The graph $G-u$ is `deleteVertex G u`: its vertices are those of `G` other than `u`, and two of them are adjacent exactly when they are adjacent in `G`.

```lean
/-- The graph `G` with the vertex `u` and its bonds removed. -/
def deleteVertex {V : Type*} (G : SimpleGraph V) (u : V) : SimpleGraph {a // a ≠ u} :=
  G.comap Subtype.val
```

Adjacency in the smaller graph is decidable whenever it is in `G`, which the adjacency matrix requires.

```lean
instance {V : Type*} (G : SimpleGraph V) [DecidableRel G.Adj] (u : V) :
    DecidableRel (deleteVertex G u).Adj :=
  fun a b => inferInstanceAs (Decidable (G.Adj a b))
```

The fused graph is defined by listing its bonds. The shared vertex is bonded to the neighbours of `u` in `G` and to the neighbours of `v` in `H`. Bonds inside each fragment are kept, and no bond joins a remaining vertex of `G` to a remaining vertex of `H`. The two vertex sets enter as separate summands, so the fragments are disjoint by construction, even when `G` and `H` are the same graph.

```lean
/-- The coalescence of `G` and `H`: the vertices `u` and `v` become one shared vertex, and the
bonds are those of `G` and those of `H`. -/
def coalescence {V W : Type*} (G : SimpleGraph V) (u : V) (H : SimpleGraph W) (v : W) :
    SimpleGraph (Unit ⊕ ({a // a ≠ u} ⊕ {b // b ≠ v})) where
  Adj x y := match x, y with
    | .inl _, .inl _ => False
    | .inl _, .inr (.inl a) => G.Adj u a
    | .inl _, .inr (.inr b) => H.Adj v b
    | .inr (.inl a), .inl _ => G.Adj a u
    | .inr (.inr b), .inl _ => H.Adj b v
    | .inr (.inl a), .inr (.inl a') => G.Adj a a'
    | .inr (.inr b), .inr (.inr b') => H.Adj b b'
    | .inr (.inl _), .inr (.inr _) => False
    | .inr (.inr _), .inr (.inl _) => False
  symm := ⟨by
    rintro (x | x | x) (y | y | y) h <;>
      first | exact h.elim | exact G.adj_symm h | exact H.adj_symm h⟩
  loopless := ⟨by rintro (x | x | x) <;> simp⟩
```

The polynomial $p(G)$ is `graphPoly G`, taken over the real numbers.

```lean
/-- The characteristic polynomial of the adjacency matrix of a graph. -/
def graphPoly (G : SimpleGraph V) [DecidableRel G.Adj] : ℝ[X] := (G.adjMatrix ℝ).charpoly
```

The theorem for graphs reads as the formula stated earlier, for any two finite simple graphs, connected or not, and any choice of one vertex in each. Its proof checks entry by entry that the adjacency matrix of the fused graph is the fusion of the two adjacency matrices, then applies `charpoly_fuse`. The closing `rfl` identifies the adjacency matrix of a vertex-deleted graph with the site-deleted adjacency matrix.

```lean
/-- Characteristic polynomial of the graph obtained by identifying vertex `u` of `G` with
vertex `v` of `H`. -/
theorem graphPoly_coalescence (G : SimpleGraph V) (u : V) (H : SimpleGraph W) (v : W)
    [DecidableRel G.Adj] [DecidableRel H.Adj] [DecidableRel (coalescence G u H v).Adj] :
    graphPoly (coalescence G u H v)
      = graphPoly G * graphPoly (deleteVertex H v) + graphPoly (deleteVertex G u) * graphPoly H
        - X * graphPoly (deleteVertex G u) * graphPoly (deleteVertex H v) := by
  -- the adjacency matrix of the fused graph is the fused adjacency matrix
  have h : (coalescence G u H v).adjMatrix ℝ = fuse (G.adjMatrix ℝ) u (H.adjMatrix ℝ) v := by
    refine Matrix.ext ?_
    rintro (i | i | i) (j | j | j) <;>
      simp [fuse, bordered, deleteSite, SimpleGraph.adjMatrix_apply] <;>
      first
        | exact if_congr Iff.rfl rfl rfl
        | exact fun h => h
  unfold graphPoly
  rw [h, charpoly_fuse]
  rfl
```

The graph theorem treats all bonds as equal and all sites as having zero diagonal entry. Heteroatoms and unequal resonance integrals belong to the weighted version, and neither version includes an overlap matrix.

## Two copies of the same fragment

When $H=G$ and $v=u$, the first two terms of the formula coincide, and $p(G-u)$ can be taken out as a factor:

$$
p(G-u)\,\bigl(2p(G)-x\,p(G-u)\bigr).
$$

Every orbital energy of $G-u$ is therefore an orbital energy of the fused skeleton in the Hückel model with one site energy and one resonance integral. The corresponding orbitals are easy to picture: take an orbital of $G-u$ on one copy, its negative on the other, and zero on the shared atom, where the two contributions cancel. For two single bonds the factorisation is $x(x^2-2)$, and the factor $x$ is the nonbonding orbital of allyl.

```lean
/-- For two copies of `G` fused at the same vertex `u`, the characteristic polynomial has that
of `G` without `u` as a factor. -/
theorem graphPoly_self_coalescence (G : SimpleGraph V) (u : V)
    [DecidableRel G.Adj] [DecidableRel (coalescence G u G u).Adj] :
    graphPoly (coalescence G u G u)
      = graphPoly (deleteVertex G u)
        * (2 * graphPoly G - X * graphPoly (deleteVertex G u)) := by
  rw [graphPoly_coalescence]
  ring

end

end FragmentCoalescence
```

```lean
#print axioms FragmentCoalescence.graphPoly_self_coalescence
```

```
'FragmentCoalescence.graphPoly_self_coalescence' depends on axioms: [propext, Classical.choice, Quot.sound]
```
